# For a symmetric kernel, if the output density opposes changes of the Hartree potential, the Hartree energies of the input and output differences sum to at most that of the residual difference

A map `g` takes an input density to an output density, both being real vectors over a finite index set with no sign or normalisation condition, and the residual at `x` is `g x - x`. The kernel `K` is real and symmetric, not necessarily positive, and the Hartree energy of `z` is `⟨z, K z⟩ / 2`. The map is assumed to oppose changes of the potential: `⟨K (x - y), g x - g y⟩ ≤ 0` for all inputs `x` and `y`. The theorem `energy_add_le_residual` says that the Hartree energies of `x - y` and `g x - g y` then add up to at most that of the difference of the two residuals. The proof writes this last difference as `(g x - g y) - (x - y)`, means to expand its energy with `hartreeEnergy_sub`, and leaves the sign of the mutual interaction to `linarith`.

Lean 4 with Mathlib refuses this proof:

```lean
import Mathlib

open Matrix

namespace EnergyAddLeResidual

noncomputable section

variable {ι : Type*} [Fintype ι]

/-- The Hartree energy `⟨z, K z⟩ / 2` of a density (or density difference) `z` with
interaction kernel `K`. -/
def hartreeEnergy (K : Matrix ι ι ℝ) (z : ι → ℝ) : ℝ :=
  1 / 2 * (z ⬝ᵥ K *ᵥ z)

/-- The output density opposes changes of the Hartree potential:
`⟨K (x - y), g x - g y⟩ ≤ 0` for all input densities `x` and `y`. -/
def OpposesPotential (K : Matrix ι ι ℝ) (g : (ι → ℝ) → (ι → ℝ)) : Prop :=
  ∀ x y, (K *ᵥ (x - y)) ⬝ᵥ (g x - g y) ≤ 0

/-- For a symmetric kernel, the Hartree energy of a difference is the sum of the two energies
minus their mutual interaction. -/
theorem hartreeEnergy_sub {K : Matrix ι ι ℝ} (hK : K.IsHermitian) (d e : ι → ℝ) :
    hartreeEnergy K (d - e) =
      hartreeEnergy K d + hartreeEnergy K e - (K *ᵥ e) ⬝ᵥ d := by
  have hT : Kᵀ = K := by
    rw [← conjTranspose_eq_transpose_of_trivial]
    exact hK
  -- the mutual interaction is symmetric
  have hs : e ⬝ᵥ K *ᵥ d = d ⬝ᵥ K *ᵥ e := by
    calc e ⬝ᵥ K *ᵥ d = (e ᵥ* K) ⬝ᵥ d := Matrix.dotProduct_mulVec e K d
      _ = (Kᵀ *ᵥ e) ⬝ᵥ d := by rw [Matrix.mulVec_transpose]
      _ = d ⬝ᵥ K *ᵥ e := by rw [hT, dotProduct_comm]
  rw [dotProduct_comm (K *ᵥ e) d]
  simp only [hartreeEnergy, Matrix.mulVec_sub, dotProduct_sub, sub_dotProduct]
  linear_combination (-1 / 2) * hs

/-- For a symmetric kernel and an output density that opposes the potential, the Hartree
energies of the input difference and of the output difference add up to at most that of the
difference of the residuals. -/
theorem energy_add_le_residual {K : Matrix ι ι ℝ} (hK : K.IsHermitian)
    {g : (ι → ℝ) → (ι → ℝ)} (hg : OpposesPotential K g) (x y : ι → ℝ) :
    hartreeEnergy K (x - y) + hartreeEnergy K (g x - g y) ≤
      hartreeEnergy K ((g x - x) - (g y - y)) := by
  have e : (g x - x) - (g y - y) = (g x - g y) - (x - y) := by abel
  rw [e, hartreeEnergy_sub hK]
  linarith [hg x y]

end

end EnergyAddLeResidual
```

The compiler's answer:

```
Main.lean:47:2: error: linarith failed to find a contradiction
ι : Type u_1
inst✝ : Fintype ι
K : Matrix ι ι ℝ
hK : K.IsHermitian
g : (ι → ℝ) → ι → ℝ
hg : OpposesPotential K g
x y : ι → ℝ
e : g x - x - (g y - y) = g x - g y - (x - y)
a✝ :
  hartreeEnergy K (g x - g y - (x - y)) <
    hartreeEnergy K x + hartreeEnergy K y - K *ᵥ y ⬝ᵥ x + hartreeEnergy K (g x - g y)
⊢ False
failed
```

Diagnosis. The error is reported at `linarith`, but the fault lies in the rewrite before it. With its vectors left open, `hartreeEnergy_sub hK` fits the energy of any difference, and the goal has three of these. `rw` settled on `hartreeEnergy K (x - y)`, on the left of the inequality, and having fixed the vectors as `x` and `y` it rewrote only that term.

The negated goal in the message shows the result: the energy of `x - y` has been split into terms in `x` and `y`, while that of `g x - g y - (x - y)` is still whole. The interaction bounded by `hg x y` therefore never appears in the goal, and `linarith`, which does not unfold `hartreeEnergy`, has nothing to connect the two.

The repair names the vectors, `(g x - g y)` and `(x - y)`, so that the rewrite can only expand the right-hand side. That side becomes the sum of the two energies on the left minus `(K *ᵥ (x - y)) ⬝ᵥ (g x - g y)`. By `hg x y` the subtracted term is at most zero, and the unchanged `linarith` call closes the goal.

The mended proof, as a diff:

```diff
@@ -44,5 +44,5 @@
       hartreeEnergy K ((g x - x) - (g y - y)) := by
   have e : (g x - x) - (g y - y) = (g x - g y) - (x - y) := by abel
-  rw [e, hartreeEnergy_sub hK]
+  rw [e, hartreeEnergy_sub hK (g x - g y) (x - y)]
   linarith [hg x y]
 
```
